# Up to total degree 2n there are (n+1)(n+2)(4n+3)/6 singlet and n(n+1)(4n+5)/6 triplet Hylleraas terms

Two electrons have positions $x$ and $y$ relative to a nucleus fixed at the origin. The Hylleraas coordinates are
$$s=|x|+|y|,\qquad t=|x|-|y|,\qquad u=|x-y|.$$
A basis term is $s^i t^j u^k e^{-\alpha s}$, with natural exponents $i,j,k$ (zero included) and a real number $\alpha$ shared by all terms. The basis is truncated by $i+j+k\le 2n$. Spin does not appear explicitly: "singlet" means a spatial function that is symmetric under exchange of the electrons, and "triplet" one that is antisymmetric, as the Pauli principle requires.

## The functions and their labels

```lean
import Mathlib

open Filter Topology

namespace HylleraasBasis

/-- The position of an electron relative to the nucleus. -/
abbrev Position := EuclideanSpace ℝ (Fin 3)
```

A `Position` is a vector in three-dimensional Euclidean space, and `‖x‖` will be its length $|x|$.

```lean
/-- The Hylleraas term `s^i t^j u^k exp(-α s)` for `p = (i, j, k)`, with `s = |x| + |y|`,
`t = |x| - |y|` and `u = |x - y|`. -/
noncomputable def hylleraasTerm (α : ℝ) (p : ℕ × ℕ × ℕ) (x y : Position) : ℝ :=
  (‖x‖ + ‖y‖) ^ p.1 * (‖x‖ - ‖y‖) ^ p.2.1 * ‖x - y‖ ^ p.2.2 * Real.exp (-α * (‖x‖ + ‖y‖))
```

The label `p` is the triple $(i,j,k)$. Lean reads a triple as a pair whose second member is again a pair, so `p.1` is $i$, `p.2.1` is $j$ and `p.2.2` is $k$. The parameter $\alpha$ sets the rate of exponential decay away from the nucleus. A bound-state calculation needs $\alpha>0$, but the counts hold for every real $\alpha$.

These functions depend only on the three side lengths $|x|$, $|y|$ and $|x-y|$ of the triangle formed by the nucleus and the electrons. Rotating both electrons together about the nucleus leaves these lengths unchanged, so the functions describe states of zero total orbital angular momentum.

```lean
/-- The exponent triples `(i, j, k)` of total degree at most `N`. -/
def termIndices (N : ℕ) : Finset (ℕ × ℕ × ℕ) :=
  (Finset.range (N + 1) ×ˢ Finset.range (N + 1) ×ˢ Finset.range (N + 1)).filter
    (fun p => p.1 + p.2.1 + p.2.2 ≤ N)
```

A `Finset` is a finite set. This one starts from the cube $0\le i,j,k\le N$ and keeps the triples with $i+j+k\le N$.

```lean
open Classical in
/-- The singlet terms up to degree `N`: those unchanged when the two electrons are exchanged. -/
noncomputable def singletTerms (α : ℝ) (N : ℕ) : Finset (ℕ × ℕ × ℕ) :=
  (termIndices N).filter (fun p => ∀ x y, hylleraasTerm α p y x = hylleraasTerm α p x y)
```

The singlet set keeps the labels whose function satisfies $f(y,x)=f(x,y)$ for all positions. The definition tests the function itself and does not mention the parity of $j$.

```lean
open Classical in
/-- The triplet terms up to degree `N`: those that change sign when the two electrons are
exchanged. -/
noncomputable def tripletTerms (α : ℝ) (N : ℕ) : Finset (ℕ × ℕ × ℕ) :=
  (termIndices N).filter (fun p => ∀ x y, hylleraasTerm α p y x = -hylleraasTerm α p x y)
```

The triplet set does the same with $f(y,x)=-f(x,y)$.

```lean
/-- The number of entries of a dense matrix whose rows and columns are labelled by `S`. -/
def denseEntries (S : Finset (ℕ × ℕ × ℕ)) : ℕ := (S ×ˢ S).card
```

A dense matrix over a set $S$ of labels has one entry for each ordered pair, hence $|S|^2$ entries. No saving from the symmetry of a Hamiltonian or overlap matrix is included.

```lean
/-- A triple belongs to the index set exactly when its total degree is at most `N`. -/
theorem mem_termIndices (N : ℕ) (p : ℕ × ℕ × ℕ) :
    p ∈ termIndices N ↔ p.1 + p.2.1 + p.2.2 ≤ N := by
  simp only [termIndices, Finset.mem_filter, Finset.mem_product, Finset.mem_range]
  omega
```

This lemma confirms that membership in the index set means $i+j+k\le N$ and nothing more, since the bounds of the cube follow from it. The tactic `omega`, which settles linear arithmetic over the integers and naturals, finishes the proof.

## Exchange symmetry is the parity of j

```lean
/-- Exchanging the electrons multiplies a Hylleraas term by `(-1)^j`. -/
theorem exchange (α : ℝ) (p : ℕ × ℕ × ℕ) (x y : Position) :
    hylleraasTerm α p y x = (-1) ^ p.2.1 * hylleraasTerm α p x y := by
  unfold hylleraasTerm
  rw [norm_sub_rev y x, add_comm ‖y‖ ‖x‖,
    show ‖y‖ - ‖x‖ = (-1) * (‖x‖ - ‖y‖) by ring, mul_pow]
  ring
```

Exchanging $x$ and $y$ leaves $s$ and $u$ alone and sends $t$ to $-t$. Therefore
$$f(y,x)=s^i(-t)^ju^ke^{-\alpha s}=(-1)^jf(x,y).$$
The `rw` line makes these replacements in turn, and `ring` collects the factors.

```lean
/-- No Hylleraas term vanishes identically. -/
theorem exists_term_ne_zero (α : ℝ) (p : ℕ × ℕ × ℕ) :
    ∃ x y : Position, hylleraasTerm α p x y ≠ 0 := by
  -- one electron at unit distance, the other at the nucleus: s = t = u = 1
  obtain ⟨e, he⟩ : ∃ e : Position, ‖e‖ = 1 := ⟨EuclideanSpace.single 0 1, by simp⟩
  exact ⟨e, 0, by simp [hylleraasTerm, he]⟩
```

Put one electron at unit distance and the other at the nucleus. Then $s=t=u=1$, and the term equals $e^{-\alpha}$, which is not zero. The proof supplies exactly this pair of positions.

```lean
/-- A Hylleraas term is symmetric under electron exchange exactly when the power of `t`
is even. -/
theorem symmetric_iff_even (α : ℝ) (p : ℕ × ℕ × ℕ) :
    (∀ x y, hylleraasTerm α p y x = hylleraasTerm α p x y) ↔ Even p.2.1 := by
  constructor
  · intro h
    by_contra hj
    obtain ⟨x, y, hxy⟩ := exists_term_ne_zero α p
    have h1 := h x y
    rw [exchange, (Nat.not_even_iff_odd.mp hj).neg_one_pow] at h1
    exact hxy (by linarith)
  · intro hj x y
    rw [exchange, hj.neg_one_pow, one_mul]
```

If $j$ is even, the exchange rule gives symmetry at once. Conversely, suppose that $f$ is symmetric and $j$ is odd. Then $f(x,y)=f(y,x)=-f(x,y)$, so $f$ vanishes everywhere, which contradicts the previous lemma. In Lean, `by_contra` introduces the assumption that $j$ is not even, and `linarith` draws $f=0$ from $-f=f$.

```lean
/-- A Hylleraas term is antisymmetric under electron exchange exactly when the power of `t`
is odd. -/
theorem antisymmetric_iff_odd (α : ℝ) (p : ℕ × ℕ × ℕ) :
    (∀ x y, hylleraasTerm α p y x = -hylleraasTerm α p x y) ↔ Odd p.2.1 := by
  constructor
  · intro h
    by_contra hj
    obtain ⟨x, y, hxy⟩ := exists_term_ne_zero α p
    have h1 := h x y
    rw [exchange, (Nat.not_odd_iff_even.mp hj).neg_one_pow] at h1
    exact hxy (by linarith)
  · intro hj x y
    rw [exchange, hj.neg_one_pow, neg_one_mul]
```

The antisymmetric case is the mirror image: an even $j$ would give $f=-f$ and again a function that vanishes everywhere.

## Counting layer by layer

```lean
/-- Six times the number of pairs `(i, k)` with `i + k < M`, counted by layers of constant
`i + k = d`, is `3 M (M + 1)`. -/
theorem layer_sum (M : ℕ) : 6 * ∑ d ∈ Finset.range M, (d + 1) = 3 * (M * (M + 1)) := by
  induction M with
  | zero => simp
  | succ M ih =>
    rw [Finset.sum_range_succ, mul_add, ih]
    ring
```

For fixed $d$, the pairs $(i,k)$ with $i+k=d$ number $d+1$. The pairs with $i+k<M$ therefore number
$$\sum_{d=0}^{M-1}(d+1)=\frac{M(M+1)}2.$$
The lemma states six times this sum. The induction step is $3M(M+1)+6(M+1)=3(M+1)(M+2)$.

```lean
/-- Up to total degree `2n` there are exactly `(n+1)(n+2)(4n+3)/6` singlet terms. -/
theorem card_singletTerms (α : ℝ) (n : ℕ) :
    6 * (singletTerms α (2 * n)).card = (n + 1) * (n + 2) * (4 * n + 3) := by
  have mem : ∀ p, p ∈ singletTerms α (2 * n) ↔
      p.1 + p.2.1 + p.2.2 ≤ 2 * n ∧ p.2.1 % 2 = 0 := fun p => by
    simp only [singletTerms, Finset.mem_filter, mem_termIndices, symmetric_iff_even,
      Nat.even_iff]
  -- sort the terms by j = 2(n - m) and then by d = i + k
  have h : (singletTerms α (2 * n)).card = ((Finset.range (n + 1)).sigma fun m =>
      (Finset.range (2 * m + 1)).sigma fun d =>
        Finset.HasAntidiagonal.antidiagonal d).card := by
    refine Finset.card_bij' (fun p _ => ⟨n - p.2.1 / 2, ⟨p.1 + p.2.2, (p.1, p.2.2)⟩⟩)
      (fun q _ => (q.2.2.1, 2 * (n - q.1), q.2.2.2)) ?_ ?_ ?_ ?_
    · rintro ⟨i, j, k⟩ h
      simp only [mem] at h
      simp only [Finset.mem_sigma, Finset.mem_range, Finset.HasAntidiagonal.mem_antidiagonal,
        and_true]
      omega
    · rintro ⟨m, d, i, k⟩ h
      simp only [Finset.mem_sigma, Finset.mem_range,
        Finset.HasAntidiagonal.mem_antidiagonal] at h
      simp only [mem]
      omega
    · rintro ⟨i, j, k⟩ h
      simp only [mem] at h
      simp only [Prod.mk.injEq, true_and, and_true]
      omega
    · rintro ⟨m, d, i, k⟩ h
      simp only [Finset.mem_sigma, Finset.mem_range,
        Finset.HasAntidiagonal.mem_antidiagonal] at h
      obtain ⟨hm, hd, rfl⟩ := h
      have e : n - 2 * (n - m) / 2 = m := by omega
      dsimp only
      rw [e]
  have total : ∀ N : ℕ, 6 * ∑ m ∈ Finset.range (N + 1), ∑ d ∈ Finset.range (2 * m + 1), (d + 1)
      = (N + 1) * (N + 2) * (4 * N + 3) := by
    intro N
    induction N with
    | zero => simp
    | succ N ih =>
      rw [Finset.sum_range_succ, mul_add, ih, layer_sum]
      ring
  rw [h]
  simp only [Finset.card_sigma, Finset.Nat.card_antidiagonal]
  exact total n
```

The statement is multiplied by six, so that no division of natural numbers is needed; `.card` is the number of elements. To derive it, write the even exponent as $j=2(n-m)$ with $m=0,\dots,n$. The remaining condition is $i+k\le 2m$, which allows $(2m+1)(m+1)$ pairs. The total is
$$\sum_{m=0}^{n}(2m+1)(m+1)=\frac{(n+1)(n+2)(4n+3)}6.$$
For $n=0$ both sides are 1. If the formula holds at $N$, six times the sum at $N+1$ is
$$(N+1)(N+2)(4N+3)+6(2N+3)(N+2)=(N+2)(N+3)(4N+7),$$
which is the formula at $N+1$.

The Lean proof has the same three stages:

- `mem` turns membership into arithmetic: total degree at most $2n$, and $j$ even.
- `h` sorts the terms by $m$ and then by $d=i+k$. The word `sigma` denotes a union whose parts carry their labels, and `antidiagonal d` is the set of pairs with sum $d$. `Finset.card_bij'` asks for a map and its inverse, then for proofs that each lands in the right set and that each undoes the other.
- `total` is the induction above, with `layer_sum` supplying the inner sum.

For $n=1$ the formula gives seven singlet terms. Without the exponential they are $1,s,u,s^2,su,u^2,t^2$.

```lean
/-- Up to total degree `2n` there are exactly `n(n+1)(4n+5)/6` triplet terms. -/
theorem card_tripletTerms (α : ℝ) (n : ℕ) :
    6 * (tripletTerms α (2 * n)).card = n * (n + 1) * (4 * n + 5) := by
  have mem : ∀ p, p ∈ tripletTerms α (2 * n) ↔
      p.1 + p.2.1 + p.2.2 ≤ 2 * n ∧ p.2.1 % 2 = 1 := fun p => by
    simp only [tripletTerms, Finset.mem_filter, mem_termIndices, antisymmetric_iff_odd,
      Nat.odd_iff]
  -- sort the terms by j = 2(n - m) - 1 and then by d = i + k
  have h : (tripletTerms α (2 * n)).card = ((Finset.range n).sigma fun m =>
      (Finset.range (2 * m + 2)).sigma fun d =>
        Finset.HasAntidiagonal.antidiagonal d).card := by
    refine Finset.card_bij' (fun p _ => ⟨n - (p.2.1 + 1) / 2, ⟨p.1 + p.2.2, (p.1, p.2.2)⟩⟩)
      (fun q _ => (q.2.2.1, 2 * (n - q.1) - 1, q.2.2.2)) ?_ ?_ ?_ ?_
    · rintro ⟨i, j, k⟩ h
      simp only [mem] at h
      simp only [Finset.mem_sigma, Finset.mem_range, Finset.HasAntidiagonal.mem_antidiagonal,
        and_true]
      omega
    · rintro ⟨m, d, i, k⟩ h
      simp only [Finset.mem_sigma, Finset.mem_range,
        Finset.HasAntidiagonal.mem_antidiagonal] at h
      simp only [mem]
      omega
    · rintro ⟨i, j, k⟩ h
      simp only [mem] at h
      simp only [Prod.mk.injEq, true_and, and_true]
      omega
    · rintro ⟨m, d, i, k⟩ h
      simp only [Finset.mem_sigma, Finset.mem_range,
        Finset.HasAntidiagonal.mem_antidiagonal] at h
      obtain ⟨hm, hd, rfl⟩ := h
      have e : n - (2 * (n - m) - 1 + 1) / 2 = m := by omega
      dsimp only
      rw [e]
  have total : ∀ N : ℕ, 6 * ∑ m ∈ Finset.range N, ∑ d ∈ Finset.range (2 * m + 2), (d + 1)
      = N * (N + 1) * (4 * N + 5) := by
    intro N
    induction N with
    | zero => simp
    | succ N ih =>
      rw [Finset.sum_range_succ, mul_add, ih, layer_sum]
      ring
  rw [h]
  simp only [Finset.card_sigma, Finset.Nat.card_antidiagonal]
  exact total n
```

Now the exponent is $j=2(n-m)-1$ with $m=0,\dots,n-1$, and the condition becomes $i+k\le 2m+1$. This allows $(m+1)(2m+3)$ pairs, so the total is
$$\sum_{m=0}^{n-1}(m+1)(2m+3)=\frac{n(n+1)(4n+5)}6.$$
For $n=0$ the sum is empty and there are no triplet terms. The induction step is
$$N(N+1)(4N+5)+6(N+1)(2N+3)=(N+1)(N+2)(4N+9).$$
The Lean proof repeats the previous one with the shifted sorting rule. For $n=1$ the three triplet terms are $t,st,tu$, again without the exponential.

Both theorems count labels. That the corresponding functions are linearly independent, so that the counts are also dimensions, is a separate statement.

## Storage grows as the sixth power

```lean
/-- Dense matrix storage grows as the sixth power of `n`: for singlet and for triplet terms up to
degree `2n`, the number of matrix entries divided by `n^6` tends to `4/9`. -/
theorem storage_growth (α : ℝ) :
    Tendsto (fun n : ℕ => (denseEntries (singletTerms α (2 * n)) : ℝ) / (n : ℝ) ^ 6)
      atTop (𝓝 (4 / 9)) ∧
    Tendsto (fun n : ℕ => (denseEntries (tripletTerms α (2 * n)) : ℝ) / (n : ℝ) ^ 6)
      atTop (𝓝 (4 / 9)) := by
  constructor
  · -- the quotient is a polynomial in 1/n
    have hg : Tendsto (fun x : ℝ => ((1 + x) * (1 + 2 * x) * (4 + 3 * x) / 6) ^ 2)
        (𝓝 0) (𝓝 (4 / 9)) := Continuous.tendsto' (by fun_prop) 0 _ (by norm_num)
    refine (hg.comp tendsto_one_div_atTop_nhds_zero_nat).congr' ?_
    filter_upwards [eventually_gt_atTop 0] with n hn
    have hn' : (n : ℝ) ≠ 0 := Nat.cast_ne_zero.mpr hn.ne'
    have hc : ((singletTerms α (2 * n)).card : ℝ) = (n + 1) * (n + 2) * (4 * n + 3) / 6 := by
      have h : (6 : ℝ) * (singletTerms α (2 * n)).card = (n + 1) * (n + 2) * (4 * n + 3) := by
        exact_mod_cast card_singletTerms α n
      linarith
    simp only [Function.comp_apply, denseEntries, Finset.card_product, Nat.cast_mul, hc]
    field_simp
  · have hg : Tendsto (fun x : ℝ => ((1 + x) * (4 + 5 * x) / 6) ^ 2)
        (𝓝 0) (𝓝 (4 / 9)) := Continuous.tendsto' (by fun_prop) 0 _ (by norm_num)
    refine (hg.comp tendsto_one_div_atTop_nhds_zero_nat).congr' ?_
    filter_upwards [eventually_gt_atTop 0] with n hn
    have hn' : (n : ℝ) ≠ 0 := Nat.cast_ne_zero.mpr hn.ne'
    have hc : ((tripletTerms α (2 * n)).card : ℝ) = n * (n + 1) * (4 * n + 5) / 6 := by
      have h : (6 : ℝ) * (tripletTerms α (2 * n)).card = n * (n + 1) * (4 * n + 5) := by
        exact_mod_cast card_tripletTerms α n
      linarith
    simp only [Function.comp_apply, denseEntries, Finset.card_product, Nat.cast_mul, hc]
    field_simp

end HylleraasBasis
```

`Tendsto … atTop (𝓝 (4 / 9))` says that the quotient approaches $4/9$ as $n\to\infty$. The symbol `∧` joins the singlet and triplet statements. Because the limit is finite and nonzero, the number of entries grows as $n^6$ in both sectors.

For $n>0$ set $z=1/n$. Squaring the counts and dividing by $n^6$ gives
$$\left[\frac{(1+z)(1+2z)(4+3z)}6\right]^2\quad\text{and}\quad\left[\frac{(1+z)(4+5z)}6\right]^2$$
for singlets and triplets respectively. Both are polynomials in $z$, and at $z=0$ both equal $(4/6)^2=4/9$.

In each half of the proof, `hg` is the continuity of this polynomial at zero, where Lean calls the variable `x`. It is combined with $1/n\to0$. The line with `filter_upwards` restricts attention to $n>0$, which is enough for a limit. Then `hc` carries the exact count over to the real numbers, and `field_simp` checks that the polynomial in $1/n$ agrees with the storage quotient.

For a variational calculation on a helium-like atom in this one-exponent basis, doubling a large $n$ thus multiplies the storage of a dense matrix in either spin sector by about 64.

```lean
#print axioms HylleraasBasis.card_tripletTerms
#print axioms HylleraasBasis.storage_growth
```

```
'HylleraasBasis.card_tripletTerms' depends on axioms: [propext, Classical.choice, Quot.sound]
'HylleraasBasis.storage_growth' depends on axioms: [propext, Classical.choice, Quot.sound]
```
